# Occupied area of a triangle for a linearly interpolated band, from the lowest to the highest corner energy

A two-dimensional band calculation can find the Fermi energy by dividing the Brillouin zone into a mesh of triangles. For a trial energy e, the program adds up how much of each triangle lies below e, band by band, and moves e until the total matches the number of electrons. If the band is interpolated linearly between the corners, each contribution is a closed formula in the three corner energies.

Call these energies e1 ≤ e2 ≤ e3. The formula has two branches, one for e between e1 and e2 and one for e between e2 and e3. Both are derived below as areas. They give the zero-temperature occupation of one interpolated band in two dimensions; the error of the interpolation itself and the three-dimensional tetrahedron are not treated.

## A triangle and its linear band

The measure theory comes from Mathlib, where `volume` on `ℝ × ℝ` is the ordinary area, that is, planar Lebesgue measure.

```lean
import Mathlib

open MeasureTheory

namespace TriangleMethod
```

Let k1, k2, k3 be the corners of a mesh triangle. Every point in it can be written as

k = k1 + x (k2 − k1) + y (k3 − k1), with x ≥ 0, y ≥ 0, x + y ≤ 1.

The pair (x, y) therefore runs over one reference triangle of area 1/2, whatever the shape of the original. Going back to k multiplies every area by the same factor, twice the area of the mesh triangle, so the occupied fraction is the same in both. In Lean the pair is a point `p`, with x = `p.1` and y = `p.2`.

```lean
/-- The reference triangle of the Brillouin-zone mesh, in reduced coordinates. -/
def triangle : Set (ℝ × ℝ) := {p | 0 ≤ p.1 ∧ 0 ≤ p.2 ∧ p.1 + p.2 ≤ 1}
```

The linear function that takes the values e1, e2, e3 at the corners (0,0), (1,0), (0,1) is

ε(x, y) = e1 + (e2 − e1) x + (e3 − e1) y.

The definition accepts any three real numbers. Their ordering enters later, as a hypothesis of the theorems on the occupied and empty areas.

```lean
/-- The band energy interpolated linearly from its values `e1`, `e2`, `e3` at the corners
`(0,0)`, `(1,0)`, `(0,1)`. -/
def band (e1 e2 e3 : ℝ) (p : ℝ × ℝ) : ℝ := e1 + (e2 - e1) * p.1 + (e3 - e1) * p.2
```

At zero temperature the states with ε ≤ e are filled. The occupied region is the part of the triangle where this holds.

```lean
/-- The points of the triangle whose interpolated band energy is at most `e`. -/
def occupied (e1 e2 e3 e : ℝ) : Set (ℝ × ℝ) := {p | p ∈ triangle ∧ band e1 e2 e3 p ≤ e}
```

The rest of the triangle, where ε > e, is empty.

```lean
/-- The points of the triangle whose interpolated band energy exceeds `e`. -/
def empty (e1 e2 e3 e : ℝ) : Set (ℝ × ℝ) := {p | p ∈ triangle ∧ e < band e1 e2 e3 p}
```

## Area from slices that shrink linearly

Both branches come down to one integral. Take u > 0, v > 0 and w ≥ 0, and a region S in the half-plane x ≥ 0. Suppose that the vertical slice of S at x has length (w − u x)/v as long as this is positive, and length zero afterwards. The slice length is zero from x = w/u on, so

area(S) = ∫ from 0 to w/u of (w − u x)/v dx
= [(w x − u x²/2)/v] from 0 to w/u
= (w²/u − w²/(2u))/v
= w²/(2uv).

In the Lean statement the slice at x is `Prod.mk x ⁻¹' S`, the set of all y with (x, y) in S. Areas and lengths take values in the non-negative numbers extended by infinity, and `ENNReal.ofReal` carries a real number there, sending negative ones to zero. That is the cut-off in the slice length.

The proof follows the same order. `hind` shows that the slice length is zero outside 0 ≤ x ≤ w/u, and `hI` evaluates the integral from the antiderivative. `Measure.prod_apply` is the Fubini step that turns the area into an integral over slices, and it is the reason why S has to be measurable. The remaining lines pass from the integral of extended non-negative numbers to the ordinary one, which requires the integrand to be non-negative on the interval.

```lean
/-- A measurable planar region in `x ≥ 0` whose vertical slices have length `(w - u x) / v`,
cut off at zero, has area `w² / (2 u v)`, for `u, v > 0` and `w ≥ 0`. -/
theorem area_of_slices {S : Set (ℝ × ℝ)} (hS : MeasurableSet S) {u v w : ℝ}
    (hu : 0 < u) (hv : 0 < v) (hw : 0 ≤ w) (hpos : ∀ p ∈ S, 0 ≤ p.1)
    (h : ∀ x, 0 ≤ x → volume (Prod.mk x ⁻¹' S) = ENNReal.ofReal ((w - u * x) / v)) :
    volume S = ENNReal.ofReal (w ^ 2 / (2 * u * v)) := by
  -- the slices have length zero outside 0 ≤ x ≤ w / u
  have hind : ∀ x, volume (Prod.mk x ⁻¹' S) =
      (Set.Icc 0 (w / u)).indicator (fun x => ENNReal.ofReal ((w - u * x) / v)) x := by
    intro x
    by_cases hx : x ∈ Set.Icc 0 (w / u)
    · rw [Set.indicator_of_mem hx, h x hx.1]
    · rw [Set.indicator_of_notMem hx]
      by_cases h0 : 0 ≤ x
      · have h2 := (div_lt_iff₀ hu).1 (not_le.1 fun h1 => hx ⟨h0, h1⟩)
        rw [h x h0]
        exact ENNReal.ofReal_of_nonpos (div_nonpos_of_nonpos_of_nonneg (by linarith) hv.le)
      · have hs : Prod.mk x ⁻¹' S = ∅ :=
          Set.eq_empty_iff_forall_notMem.2 fun y hy => h0 (hpos (x, y) hy)
        rw [hs, measure_empty]
  -- the elementary integral of the slice length
  have hI : ∫ x in (0 : ℝ)..(w / u), (w - u * x) / v = w ^ 2 / (2 * u * v) := by
    have hd : ∀ x ∈ Set.uIcc 0 (w / u),
        HasDerivAt (fun x : ℝ => (w * x - u * (x * x) / 2) / v) ((w - u * x) / v) x := by
      intro x _
      have hx := hasDerivAt_id' x
      exact (((hx.const_mul w).fun_sub
        (((hx.fun_mul hx).const_mul u).div_const 2)).div_const v).congr_deriv (by ring)
    rw [intervalIntegral.integral_eq_sub_of_hasDerivAt hd
      (Continuous.intervalIntegrable (by fun_prop) _ _)]
    field_simp
    ring
  have hc : Continuous (fun x : ℝ => (w - u * x) / v) := by fun_prop
  rw [Measure.volume_eq_prod, Measure.prod_apply hS, lintegral_congr hind,
    lintegral_indicator measurableSet_Icc, ← ofReal_integral_eq_lintegral_ofReal
      (hc.continuousOn.integrableOn_compact isCompact_Icc), integral_Icc_eq_integral_Ioc,
    ← intervalIntegral.integral_of_le (div_nonneg hw hu.le), hI]
  refine (ae_restrict_iff' measurableSet_Icc).2 (Filter.Eventually.of_forall fun x hx => ?_)
  have h2 := (le_div_iff₀ hu).1 hx.2
  exact div_nonneg (by linarith) hv.le
```

The simplest such region is the corner triangle

x ≥ 0, y ≥ 0, u x + v y ≤ w,

with legs w/u and w/v. Its slice at x is the interval 0 ≤ y ≤ (w − u x)/v, so its area is w²/(2uv), half the product of the legs. In the proof, `hs` identifies the slice with this interval and the previous result does the rest. For w = 0 the triangle shrinks to a point and the formula gives zero.

```lean
/-- The corner triangle `x, y ≥ 0`, `u x + v y ≤ w` has area `w² / (2 u v)`,
for `u, v > 0` and `w ≥ 0`. -/
theorem corner_area {u v w : ℝ} (hu : 0 < u) (hv : 0 < v) (hw : 0 ≤ w) :
    volume {p : ℝ × ℝ | 0 ≤ p.1 ∧ 0 ≤ p.2 ∧ u * p.1 + v * p.2 ≤ w} =
      ENNReal.ofReal (w ^ 2 / (2 * u * v)) := by
  have hA : MeasurableSet {p : ℝ × ℝ | 0 ≤ p.1} := measurableSet_le (by fun_prop) (by fun_prop)
  have hB : MeasurableSet {p : ℝ × ℝ | 0 ≤ p.2} := measurableSet_le (by fun_prop) (by fun_prop)
  have hC : MeasurableSet {p : ℝ × ℝ | u * p.1 + v * p.2 ≤ w} :=
    measurableSet_le (by fun_prop) (by fun_prop)
  refine area_of_slices (hA.inter (hB.inter hC)) hu hv hw (fun p hp => hp.1) fun x h0 => ?_
  have hs : Prod.mk x ⁻¹' {p : ℝ × ℝ | 0 ≤ p.1 ∧ 0 ≤ p.2 ∧ u * p.1 + v * p.2 ≤ w} =
      Set.Icc 0 ((w - u * x) / v) := by
    ext y
    simp only [Set.mem_preimage, Set.mem_ofPred_eq, Set.mem_Icc, le_div_iff₀ hv]
    exact ⟨fun h => ⟨h.2.1, by linarith [h.2.2]⟩, fun h => ⟨h0, h.1, by linarith [h.2]⟩⟩
  exact (congrArg volume hs).trans (by rw [Real.volume_Icc, sub_zero])
```

## Below the middle corner energy

Let e1 < e2 ≤ e3 and e1 ≤ e ≤ e2. The condition ε(x, y) ≤ e reads

(e2 − e1) x + (e3 − e1) y ≤ e − e1,

which is the corner triangle with u = e2 − e1, v = e3 − e1 and w = e − e1. The occupied region must also satisfy x + y ≤ 1, but in this window that holds by itself. Since e3 − e1 ≥ e2 − e1 and y ≥ 0,

(e2 − e1)(x + y) ≤ (e2 − e1) x + (e3 − e1) y ≤ e − e1 ≤ e2 − e1,

and dividing by e2 − e1 > 0 gives x + y ≤ 1. The line of constant energy e cuts off the corner of lowest energy without reaching the opposite side before e = e2. Hence

occupied area = (e − e1)²/(2 (e2 − e1)(e3 − e1)).

The theorem states this equality for the area of `occupied`. The right-hand side is never negative here, so `ENNReal.ofReal` changes nothing. The proof replaces the formula by the area of the corner triangle and shows that the two sets have the same points. Only the constraint x + y ≤ 1 takes work: assuming x + y > 1, the two products `ha` and `hb'` together contradict (e2 − e1) x + (e3 − e1) y ≤ e2 − e1.

```lean
/-- Triangle-method occupation: for `e1 < e2 ≤ e3` and `e1 ≤ e ≤ e2`, the occupied area is
`(e - e1)² / (2 (e2 - e1) (e3 - e1))`. -/
theorem occupied_area_lower {e1 e2 e3 e : ℝ} (h12 : e1 < e2) (h23 : e2 ≤ e3)
    (h1 : e1 ≤ e) (h2 : e ≤ e2) :
    volume (occupied e1 e2 e3 e) =
      ENNReal.ofReal ((e - e1) ^ 2 / (2 * (e2 - e1) * (e3 - e1))) := by
  rw [← corner_area (sub_pos.2 h12) (sub_pos.2 (h12.trans_le h23)) (sub_nonneg.2 h1)]
  congr 1
  ext p
  simp only [occupied, triangle, band, Set.mem_ofPred_eq]
  constructor
  · rintro ⟨⟨hx, hy, _⟩, hb⟩
    exact ⟨hx, hy, by linarith⟩
  · rintro ⟨hx, hy, hb⟩
    -- up to e2 the constraint x + y ≤ 1 is automatic
    refine ⟨⟨hx, hy, ?_⟩, by linarith⟩
    by_contra hn
    have ha := mul_pos (sub_pos.2 h12) (sub_pos.2 (not_le.1 hn))
    have hb' := mul_nonneg (sub_nonneg.2 h23) hy
    nlinarith
```

The hypothesis e ≤ e2 is needed. Take e1 = 0, e2 = 1, e3 = 2 and e = 2. The whole triangle is occupied, with area 1/2, but the formula gives 4/(2·1·2) = 1. The corner triangle has grown past the side x + y = 1, and the formula counts points that lie outside the mesh triangle.

## The empty corner above the middle energy

Now let e1 ≤ e2 < e3 and e2 ≤ e ≤ e3. The occupied region is in general a quadrilateral, while the empty region is again a triangle, at the corner (0,1) of highest energy. Its slice at x consists of the y with

(e − e1 − (e2 − e1) x)/(e3 − e1) < y ≤ 1 − x.

When this interval is not empty, its length is

1 − x − (e − e1 − (e2 − e1) x)/(e3 − e1) = ((e3 − e) − (e3 − e2) x)/(e3 − e1).

This is the linear slice length from before, with u = e3 − e2, v = e3 − e1 and w = e3 − e, so

empty area = (e3 − e)²/(2 (e3 − e2)(e3 − e1)).

One condition remains: the slice must lie in y ≥ 0. If it contains a point, its length is positive, so (e3 − e2) x < e3 − e ≤ e3 − e2 and therefore x < 1. The lower end of the interval is then not negative, because

e − e1 − (e2 − e1) x ≥ (e2 − e1)(1 − x) ≥ 0.

The theorem also records that the empty region is measurable, which the subtraction in the next step requires. In the proof, `hs` is the description of the slice, with `hx1` for x < 1 and `hy` for y > 0. The last lines are the algebra of the slice length.

```lean
/-- For `e1 ≤ e2 < e3` and `e2 ≤ e ≤ e3`, the empty region is measurable and has area
`(e3 - e)² / (2 (e3 - e2) (e3 - e1))`. -/
theorem empty_area_upper {e1 e2 e3 e : ℝ} (h12 : e1 ≤ e2) (h23 : e2 < e3)
    (h2 : e2 ≤ e) (h3 : e ≤ e3) :
    MeasurableSet (empty e1 e2 e3 e) ∧ volume (empty e1 e2 e3 e) =
      ENNReal.ofReal ((e3 - e) ^ 2 / (2 * (e3 - e2) * (e3 - e1))) := by
  have hv : 0 < e3 - e1 := by linarith
  have hA : MeasurableSet {p : ℝ × ℝ | 0 ≤ p.1} := measurableSet_le (by fun_prop) (by fun_prop)
  have hB : MeasurableSet {p : ℝ × ℝ | 0 ≤ p.2} := measurableSet_le (by fun_prop) (by fun_prop)
  have hC : MeasurableSet {p : ℝ × ℝ | p.1 + p.2 ≤ 1} :=
    measurableSet_le (by fun_prop) (by fun_prop)
  have hD : MeasurableSet {p : ℝ × ℝ | e < band e1 e2 e3 p} :=
    measurableSet_lt (by fun_prop) (by unfold band; fun_prop)
  have hS : MeasurableSet (empty e1 e2 e3 e) := (hA.inter (hB.inter hC)).inter hD
  refine ⟨hS, area_of_slices hS (sub_pos.2 h23) hv (sub_nonneg.2 h3)
    (fun p hp => hp.1.1) fun x h0 => ?_⟩
  have hs : Prod.mk x ⁻¹' empty e1 e2 e3 e =
      Set.Ioc ((e - e1 - (e2 - e1) * x) / (e3 - e1)) (1 - x) := by
    ext y
    simp only [empty, triangle, band, Set.mem_preimage, Set.mem_ofPred_eq, Set.mem_Ioc,
      div_lt_iff₀ hv]
    constructor
    · rintro ⟨⟨_, _, hxy⟩, hb⟩
      exact ⟨by linarith, by linarith⟩
    · rintro ⟨hb, hxy⟩
      -- the slice is non-empty only for x < 1, and there it lies in y ≥ 0
      have hm := mul_le_mul_of_nonneg_right hxy hv.le
      have hx1 : x < 1 := by
        by_contra hn
        have := mul_nonneg (sub_pos.2 h23).le (sub_nonneg.2 (not_lt.1 hn))
        nlinarith
      have hp := mul_nonneg (sub_nonneg.2 h12) (sub_pos.2 hx1).le
      have hy : 0 < y := pos_of_mul_pos_left (by nlinarith : 0 < y * (e3 - e1)) hv.le
      exact ⟨⟨h0, hy.le, by linarith⟩, by linarith⟩
  rw [hs, Real.volume_Ioc]
  congr 1
  rw [eq_div_iff hv.ne', sub_mul, div_mul_cancel₀ _ hv.ne']
  ring
```

## Filling the triangle up to the highest corner

The occupied region is the full triangle without its empty corner. The full triangle is the corner triangle with u = v = w = 1, of area 1/2. Under the same hypotheses as before,

occupied area = 1/2 − (e3 − e)²/(2 (e3 − e2)(e3 − e1)).

The subtracted term is at most 1/2, because e3 − e is no larger than e3 − e2 or e3 − e1. The right-hand side is therefore a true area, and the cut-off at zero never acts. In the proof, `hT` is the area of the full triangle and `hd` writes the occupied region as a set difference. The areas may then be subtracted because the empty part is measurable and has finite area.

```lean
/-- For `e1 ≤ e2 < e3` and `e2 ≤ e ≤ e3`, the occupied area is
`1/2 - (e3 - e)² / (2 (e3 - e2) (e3 - e1))`. -/
theorem occupied_area_upper {e1 e2 e3 e : ℝ} (h12 : e1 ≤ e2) (h23 : e2 < e3)
    (h2 : e2 ≤ e) (h3 : e ≤ e3) :
    volume (occupied e1 e2 e3 e) =
      ENNReal.ofReal (1 / 2 - (e3 - e) ^ 2 / (2 * (e3 - e2) * (e3 - e1))) := by
  obtain ⟨hS, hE⟩ := empty_area_upper h12 h23 h2 h3
  have hT : volume triangle = ENNReal.ofReal (1 / 2) := by
    have h := corner_area (u := 1) (v := 1) (w := 1) one_pos one_pos zero_le_one
    simp only [one_mul, one_pow, mul_one] at h
    exact h
  -- the occupied region is the triangle without its empty corner
  have hd : occupied e1 e2 e3 e = triangle \ empty e1 e2 e3 e := by
    ext p
    exact ⟨fun h => ⟨h.1, fun h' => not_lt_of_ge h.2 h'.2⟩,
      fun h => ⟨h.1, not_lt.1 fun h' => h.2 ⟨h.1, h'⟩⟩⟩
  have hden : 0 ≤ 2 * (e3 - e2) * (e3 - e1) :=
    mul_nonneg (mul_nonneg zero_le_two (by linarith)) (by linarith)
  rw [hd, MeasureTheory.measure_sdiff (fun p hp => hp.1) hS.nullMeasurableSet
    (by rw [hE]; exact ENNReal.ofReal_ne_top), hT, hE,
    ENNReal.ofReal_sub _ (div_nonneg (sq_nonneg _) hden)]

end TriangleMethod
```

```lean
#print axioms TriangleMethod.occupied_area_lower
#print axioms TriangleMethod.occupied_area_upper
```

```
'TriangleMethod.occupied_area_lower' depends on axioms: [propext, Classical.choice, Quot.sound]
'TriangleMethod.occupied_area_upper' depends on axioms: [propext, Classical.choice, Quot.sound]
```

## The four branches in a program

A program works with the occupied fraction f of a triangle, which is twice the area in reduced coordinates because the full triangle has area 1/2. It first sorts the corner energies. This is harmless, since relabelling the corners maps the reference triangle onto itself and preserves areas. Then it evaluates

f = 0 for e < e1,
f = (e − e1)²/((e2 − e1)(e3 − e1)) for e1 ≤ e < e2,
f = 1 − (e3 − e)²/((e3 − e2)(e3 − e1)) for e2 ≤ e < e3,
f = 1 for e ≥ e3.

The two middle lines are the theorems, multiplied by two. The outer lines hold because ε is a weighted average of the corner energies and so stays between e1 and e3. With the intervals half-open as written, no branch divides by zero: the second is entered only if e1 < e2, the third only if e2 < e3. A triangle with three equal corner energies jumps from empty to full.

For corner energies 0, 1, 2 the fractions at e = 1/2, 1 and 3/2 are 1/8, 1/2 and 7/8. If e1 < e2 < e3, both middle lines give (e2 − e1)/(e3 − e1) at e = e2, so the occupation has no jump there.

On a mesh of M triangles of equal area, with g electrons per filled state of a listed band (g = 2 if each spin-degenerate pair of bands is listed once, g = 1 if every spin state is listed separately), the number of electrons per cell is

N(e) = (g/M) · (sum of f over all bands and triangles).

N(e) never decreases with e, so bisection finds the Fermi energy of a metal. Differentiating f by hand inside the two middle windows and multiplying by g/M also gives the contribution of one band in one triangle to the density of states per cell, a step that the Lean development leaves out.
